# Linearized Mukherjee equations with a common denominator meet an intruder exactly when $E-D$ is a real eigenvalue of the effective Hamiltonian

Couple two degenerate references by the effective Hamiltonian $\begin{pmatrix}0&1\\1&0\end{pmatrix}$, target its upper state, and give both references the excitation denominator $2$. Keep only one excitation, with amplitudes $t_0,t_1$ and with couplings $v_1,v_2$ between each reference and its excited determinant. The linearized Mukherjee equations of state-specific multireference coupled cluster then become $v_1+t_0+t_1=0$ and $v_2+t_0+t_1=0$. They have no solution if $v_1\neq v_2$ and infinitely many if $v_1=v_2$, although the denominator is safely positive. The theorems below locate this singularity for any finite number of references, with couplings between different excitations left out, the effective Hamiltonian and the target state held fixed and no reference coefficient equal to zero. If $E$ is the energy of the target state and $D$ the common denominator, unique solvability fails exactly when $E-D$ is a real eigenvalue of the effective Hamiltonian.

## The amplitude equations

```lean
import Mathlib

open Matrix

namespace MukherjeeIntruder

noncomputable section

variable {n : Type*} [Fintype n]
```

The type `n` labels the references, finitely many.

```lean
/-- The number `e` is a real eigenvalue of the effective Hamiltonian `H`, with a nonzero real
eigenvector. -/
def IsEnergy (H : Matrix n n ℝ) (e : ℝ) : Prop :=
  ∃ x : n → ℝ, x ≠ 0 ∧ H *ᵥ x = e • x
```

`IsEnergy H e` says that $Hx=ex$ for some real $x\neq0$; `*ᵥ` is the matrix-vector product and `•` multiplication by a scalar. $H$ is real but need not be symmetric.

```lean
/-- Left side of the linearized Mukherjee amplitude equation for reference `μ`, with couplings `v`,
amplitudes `t`, common denominator `D` and reference coefficients `c`, all of them nonzero. -/
def residual (H : Matrix n n ℝ) (c : n → ℝ) (D : ℝ) (v t : n → ℝ) (μ : n) : ℝ :=
  v μ + D * t μ + ∑ ν, H μ ν * (c ν / c μ) * (t ν - t μ)
```

This is the left side of the equation for reference $\mu$:
$$v_\mu+Dt_\mu+\sum_\nu H_{\mu\nu}\frac{c_\nu}{c_\mu}(t_\nu-t_\mu)=0.$$
There is one amplitude $t_\mu$ per reference, all for the same excitation, and $v_\mu$ is the coupling between reference $\mu$ and its excited determinant. $D$ stands for the energy cost of the excitation, such as an orbital-energy difference, taken equal for all references. $H$ and the coefficients $c$ are held fixed, whereas in a full calculation they change with the amplitudes; couplings between different excitations are left out.

## A shifted eigenvalue problem

```lean
variable {H : Matrix n n ℝ} {c : n → ℝ} {E D : ℝ} {v t : n → ℝ}

/-- If `c` is an eigenvector of `H` with energy `E` and no zero coefficient, the amplitude equation
times `c μ` is a shifted eigenvalue problem for the weighted amplitudes `c * t`. -/
theorem weighted_residual (hc : ∀ μ, c μ ≠ 0) (hE : H *ᵥ c = E • c) (μ : n) :
    c μ * residual H c D v t μ =
      c μ * v μ + ((H *ᵥ (c * t)) μ - (E - D) * (c μ * t μ)) := by
  have hE' : ∑ ν, H μ ν * c ν = E * c μ := congrFun hE μ
  have hs : c μ * ∑ ν, H μ ν * (c ν / c μ) * (t ν - t μ) =
      ∑ ν, H μ ν * (c ν * t ν) - (∑ ν, H μ ν * c ν) * t μ := by
    rw [Finset.mul_sum, Finset.sum_mul, ← Finset.sum_sub_distrib]
    apply Finset.sum_congr rfl
    intro ν _
    have h0 := hc μ
    have hcc : c μ * (c ν / c μ) = c ν := by field_simp
    linear_combination (H μ ν * (t ν - t μ)) * hcc
  -- the eigenvalue equation turns the sum multiplying the subtracted `t μ` into `E * c μ`
  rw [hE'] at hs
  have hm : (H *ᵥ (c * t)) μ = ∑ ν, H μ ν * (c ν * t ν) := rfl
  rw [hm]
  unfold residual
  linear_combination hs
```

The hypotheses are $Hc=Ec$ and $c_\mu\neq0$ for all $\mu$. Multiply the left side by $c_\mu$:
$$c_\mu v_\mu+Dc_\mu t_\mu+\sum_\nu H_{\mu\nu}c_\nu t_\nu-t_\mu\sum_\nu H_{\mu\nu}c_\nu.$$
The last sum is $Ec_\mu$, which gives the stated identity. In Lean, `hs` splits the sum and `linear_combination` verifies the remaining algebra. Without the subtracted $t_\mu$ the matrix would be $H+D$, and the target energy would disappear from the criterion.

```lean
/-- For an eigenvector `c` of `H` with energy `E` and no zero coefficient, the amplitudes solve the
linearized Mukherjee equations exactly when `c * t` solves a linear system with matrix
`H - (E - D)`. -/
theorem solves_iff (hc : ∀ μ, c μ ≠ 0) (hE : H *ᵥ c = E • c) :
    (∀ μ, residual H c D v t μ = 0) ↔
      H *ᵥ (c * t) - (E - D) • (c * t) = -(c * v) := by
  constructor
  · intro h
    funext μ
    have k := weighted_residual (D := D) (v := v) (t := t) hc hE μ
    rw [h μ] at k
    simp only [Pi.sub_apply, Pi.smul_apply, Pi.neg_apply, Pi.mul_apply, smul_eq_mul]
    linear_combination (-1 : ℝ) * k
  · intro h μ
    have k := weighted_residual (D := D) (v := v) (t := t) hc hE μ
    have hμ := congrFun h μ
    simp only [Pi.sub_apply, Pi.smul_apply, Pi.neg_apply, Pi.mul_apply, smul_eq_mul] at hμ
    have hz : c μ * residual H c D v t μ = 0 := by linear_combination k + hμ
    exact (mul_eq_zero.mp hz).resolve_left (hc μ)
```

Since no $c_\mu$ vanishes, the equations are equivalent to
$$(H-(E-D))(ct)=-cv,$$
where $ct$ and $cv$ are componentwise products.

```lean
/-- Intruder criterion: for a target state of energy `E` with no zero coefficient, the linearized
Mukherjee equations have exactly one solution if and only if `E - D` is not an energy of `H`. -/
theorem existsUnique_iff (hc : ∀ μ, c μ ≠ 0) (hE : H *ᵥ c = E • c) :
    (∃! t : n → ℝ, ∀ μ, residual H c D v t μ = 0) ↔ ¬ IsEnergy H (E - D) := by
  constructor
  · -- an eigenvector at `E - D` can be added to any solution
    rintro ⟨t, ht, hu⟩ ⟨x, hx, hHx⟩
    have ht' := (solves_iff (D := D) (v := v) (t := t) hc hE).1 ht
    have hf : c * (t + x / c) = c * t + x := by
      funext μ
      have h0 := hc μ
      simp only [Pi.mul_apply, Pi.add_apply, Pi.div_apply]
      field_simp
    have hs : ∀ μ, residual H c D v (t + x / c) μ = 0 := by
      rw [solves_iff hc hE, hf, Matrix.mulVec_add, hHx, ← ht']
      module
    have h2 : t + x / c = t := hu _ hs
    apply hx
    funext μ
    have h3 := congrFun h2 μ
    simp only [Pi.add_apply, Pi.div_apply] at h3
    have h4 : x μ / c μ = 0 := by linarith
    exact (div_eq_zero_iff.mp h4).resolve_right (hc μ)
  · -- without such an eigenvector the shifted Hamiltonian is injective, hence surjective
    intro hN
    let L : (n → ℝ) →ₗ[ℝ] (n → ℝ) := H.mulVecLin - (E - D) • LinearMap.id
    have hL : ∀ y, L y = H *ᵥ y - (E - D) • y := fun _ => rfl
    have hinj : Function.Injective L := by
      refine (injective_iff_map_eq_zero L).2 fun y hy => ?_
      by_contra h0
      rw [hL] at hy
      exact hN ⟨y, h0, sub_eq_zero.mp hy⟩
    obtain ⟨y, hy⟩ := LinearMap.injective_iff_surjective.1 hinj (-(c * v))
    have hf : c * (y / c) = y := by
      funext μ
      have h0 := hc μ
      simp only [Pi.mul_apply, Pi.div_apply]
      field_simp
    have hsol : ∀ μ, residual H c D v (y / c) μ = 0 := by
      rw [solves_iff hc hE, hf, ← hL, hy]
    refine ⟨y / c, hsol, fun s (hs : ∀ μ, residual H c D v s μ = 0) => ?_⟩
    have h1 := (solves_iff hc hE).1 hs
    rw [← hL] at h1
    have h2 : c * s = y := hinj (h1.trans hy.symm)
    funext μ
    have h0 := hc μ
    rw [← h2]
    simp only [Pi.div_apply, Pi.mul_apply]
    field_simp
```

For each $v$, there is exactly one solution (`∃!`) if and only if $E-D$ is not a real eigenvalue of $H$. If $Hx=(E-D)x$ with $x\neq0$, adding $x_\mu/c_\mu$ to a solution gives a second one. If there is no such $x$, the map `L`, which is $H-(E-D)$, is injective and therefore surjective in finite dimension. Solve for $y=ct$ and divide by $c$.

```lean
/-- For a target state with no zero coefficient, the equations are uniquely solvable for all
positive denominators and all couplings if and only if no real energy of `H` lies below `E`. -/
theorem intruder_free_iff_lowest (hc : ∀ μ, c μ ≠ 0) (hE : H *ᵥ c = E • c) :
    (∀ D : ℝ, 0 < D → ∀ v : n → ℝ, ∃! t : n → ℝ, ∀ μ, residual H c D v t μ = 0) ↔
      ∀ e, IsEnergy H e → E ≤ e := by
  constructor
  · intro h e he
    by_contra hlt
    have hlt' : e < E := lt_of_not_ge hlt
    have hno := (existsUnique_iff hc hE).1 (h (E - e) (by linarith) 0)
    rw [sub_sub_cancel] at hno
    exact hno he
  · intro h D hD v
    rw [existsUnique_iff hc hE]
    intro he
    linarith [h _ he]
```

All positive $D$ and all $v$ are safe exactly when no real eigenvalue lies below $E$. If $e<E$ is one, $D=E-e$ is a positive denominator that fails. Conversely, $D>0$ puts $E-D$ below $E$. Within this linear, common-denominator model of multireference coupled cluster, positive denominators therefore exclude this singularity for the lowest state but not for an excited target.

## Two references

```lean
variable {a b h r F : ℝ}

/-- For two coupled references with eigenvector `(1, r)` at energy `E` and a different energy `F`,
the ratio `r` is nonzero and the gap `E - F` equals `h r + h / r`. -/
theorem two_state_gap (hh : h ≠ 0) (hE : !![a, h; h, b] *ᵥ ![1, r] = E • ![1, r])
    (hF : IsEnergy !![a, h; h, b] F) (hne : F ≠ E) : r ≠ 0 ∧ E - F = h * r + h / r := by
  have e0 : a + h * r = E := by
    simpa [Matrix.mulVec, dotProduct, Fin.sum_univ_two] using congrFun hE 0
  have e1 : h + b * r = E * r := by
    simpa [Matrix.mulVec, dotProduct, Fin.sum_univ_two] using congrFun hE 1
  have hr : r ≠ 0 := by
    intro hr
    rw [hr] at e1
    exact hh (by linarith)
  -- the secular equation for `F`
  have hsec : (a - F) * (b - F) = h ^ 2 := by
    obtain ⟨x, hx, hHx⟩ := hF
    have f0 : a * x 0 + h * x 1 = F * x 0 := by
      have q := congrFun hHx 0
      simpa [Matrix.mulVec, dotProduct, Fin.sum_univ_two] using q
    have f1 : h * x 0 + b * x 1 = F * x 1 := by
      have q := congrFun hHx 1
      simpa [Matrix.mulVec, dotProduct, Fin.sum_univ_two] using q
    by_contra hs
    have hs' := sub_ne_zero.mpr hs
    have z0 : ((a - F) * (b - F) - h ^ 2) * x 0 = 0 := by
      linear_combination (b - F) * f0 - h * f1
    have z1 : ((a - F) * (b - F) - h ^ 2) * x 1 = 0 := by
      linear_combination (a - F) * f1 - h * f0
    apply hx
    funext i
    fin_cases i
    · exact (mul_eq_zero.mp z0).resolve_left hs'
    · exact (mul_eq_zero.mp z1).resolve_left hs'
  -- two distinct roots add up to the trace
  have hprod : (E - F) * (E + F - a - b) = 0 := by
    linear_combination (b - E) * e0 - h * e1 - hsec
  have hsum := (mul_eq_zero.mp hprod).resolve_left (sub_ne_zero.mpr hne.symm)
  have hq : h / r = E - b := by
    rw [div_eq_iff hr]
    linarith
  exact ⟨hr, by rw [hq]; linarith⟩
```

The eigenvector $(1,r)$ gives $a+hr=E$ and $h+br=Er$. If $r=0$, then $h=0$, a contradiction; so $hr=E-a$ and $h/r=E-b$. Multiplying these gives $(a-E)(b-E)=h^2$. The nonzero eigenvector for $F$ gives $(a-F)(b-F)=h^2$ (`hsec`). Subtracting,
$$(E-F)(E+F-a-b)=0.$$
As $F\neq E$, we get $E+F=a+b$, hence $hr+h/r=2E-a-b=E-F$.

```lean
/-- Two coupled references with target energy `E` and other energy `F`: for nonzero `D` the
linearized Mukherjee equations have exactly one solution if and only if `D` differs from `E - F`. -/
theorem two_state_existsUnique_iff (hh : h ≠ 0)
    (hE : !![a, h; h, b] *ᵥ ![1, r] = E • ![1, r])
    (hF : IsEnergy !![a, h; h, b] F) (hne : F ≠ E) (hD : D ≠ 0) (v1 v2 : ℝ) :
    (∃! t : Fin 2 → ℝ, v1 + D * t 0 + h * r * (t 1 - t 0) = 0 ∧
      v2 + D * t 1 + h / r * (t 0 - t 1) = 0) ↔ D ≠ E - F := by
  obtain ⟨hr, hg⟩ := two_state_gap hh hE hF hne
  have hc : ∀ μ, (![1, r] : Fin 2 → ℝ) μ ≠ 0 := by
    intro μ
    fin_cases μ <;> simp [hr]
  have hiff : ∀ t : Fin 2 → ℝ,
      (∀ μ, residual !![a, h; h, b] ![1, r] D ![v1, v2] t μ = 0) ↔
      (v1 + D * t 0 + h * r * (t 1 - t 0) = 0 ∧
        v2 + D * t 1 + h / r * (t 0 - t 1) = 0) := by
    intro t
    have q0 : residual !![a, h; h, b] ![1, r] D ![v1, v2] t 0 =
        v1 + D * t 0 + h * r * (t 1 - t 0) := by
      simp [residual, Fin.sum_univ_two]
    have q1 : residual !![a, h; h, b] ![1, r] D ![v1, v2] t 1 =
        v2 + D * t 1 + h / r * (t 0 - t 1) := by
      simp [residual, Fin.sum_univ_two, div_eq_mul_inv]
    rw [Fin.forall_fin_two, q0, q1]
  refine (existsUnique_congr hiff).symm.trans ((existsUnique_iff hc hE).trans (not_congr ?_))
  constructor
  · -- an energy at `E - D` has the same gap formula as `F`
    intro he
    have hne' : E - D ≠ E := fun h0 => hD (by linarith)
    have hg' := (two_state_gap hh hE he hne').2
    linarith
  · intro h0
    rw [h0, sub_sub_cancel]
    exact hF
```

Lean numbers the amplitudes from 0, so `v1` goes with `t 0` and `v2` with `t 1`. `hiff` identifies the explicit pair with `residual`, and the general criterion applies. If $E-D$ is an eigenvalue, it differs from $E$ because $D\neq0$, so the gap formula gives $D=hr+h/r=E-F$. Conversely, $D=E-F$ makes $E-D=F$. For $D>0$, only the upper state can meet this intruder.

The hypothesis $D\neq0$ is needed: at $D=0$ the same constant can be added to both amplitudes, so uniqueness fails even though $0\neq E-F$.

```lean
/-- Exactly at the two-state intruder, `D = E - F`, the equations have a solution if and only if
the two references have equal couplings `v1 = v2`. -/
theorem two_state_at_intruder (hh : h ≠ 0)
    (hE : !![a, h; h, b] *ᵥ ![1, r] = E • ![1, r])
    (hF : IsEnergy !![a, h; h, b] F) (hne : F ≠ E) (v1 v2 : ℝ) :
    (∃ t : Fin 2 → ℝ, v1 + (E - F) * t 0 + h * r * (t 1 - t 0) = 0 ∧
      v2 + (E - F) * t 1 + h / r * (t 0 - t 1) = 0) ↔ v1 = v2 := by
  obtain ⟨hr, hg⟩ := two_state_gap hh hE hF hne
  rw [hg]
  constructor
  · rintro ⟨t, h1, h2⟩
    linear_combination h1 - h2
  · intro hv
    obtain ⟨s, hs⟩ : ∃ s, h / r * s = -v1 := ⟨-v1 * r / h, by field_simp⟩
    refine ⟨![s, 0], ?_, ?_⟩
    · show v1 + (h * r + h / r) * s + h * r * (0 - s) = 0
      linear_combination hs
    · show v2 + (h * r + h / r) * 0 + h / r * (s - 0) = 0
      linear_combination hs - hv
```

At $D=E-F=hr+h/r$, subtracting the two equations leaves $v_1-v_2=0$. Conversely, if $v_1=v_2$, then $t_0=-v_1r/h$, $t_1=0$ is a solution.

```lean
/-- Two degenerate references with unit coupling have the eigenvector `(1, 1)` at energy `1` and
the other energy `-1`. -/
theorem two_state_witness :
    !![(0 : ℝ), 1; 1, 0] *ᵥ ![1, 1] = (1 : ℝ) • ![1, 1] ∧
      IsEnergy !![(0 : ℝ), 1; 1, 0] (-1) := by
  refine ⟨?_, ![1, -1], ?_, ?_⟩
  · ext i
    fin_cases i <;> simp [Matrix.mulVec, dotProduct, Fin.sum_univ_two]
  · intro h0
    have h1 := congrFun h0 0
    simp at h1
  · ext i
    fin_cases i <;> simp [Matrix.mulVec, dotProduct, Fin.sum_univ_two]

end

end MukherjeeIntruder
```

This is the opening example, with $h=r=1$, $E=1$ and $F=-1$, so the intruder sits at $D=2$. The normalised eigenvectors are $(1,1)/\sqrt2$ and $(1,-1)/\sqrt2$.

```lean
#print axioms MukherjeeIntruder.solves_iff
#print axioms MukherjeeIntruder.intruder_free_iff_lowest
#print axioms MukherjeeIntruder.two_state_existsUnique_iff
#print axioms MukherjeeIntruder.two_state_at_intruder
```

```
'MukherjeeIntruder.solves_iff' depends on axioms: [propext, Classical.choice, Quot.sound]
'MukherjeeIntruder.intruder_free_iff_lowest' depends on axioms: [propext, Classical.choice, Quot.sound]
'MukherjeeIntruder.two_state_existsUnique_iff' depends on axioms: [propext, Classical.choice, Quot.sound]
'MukherjeeIntruder.two_state_at_intruder' depends on axioms: [propext, Classical.choice, Quot.sound]
```
